# The integral of a quintic polynomial over [−1, 1] depends only on its even-power coefficients

The theorem says that a polynomial of degree at most five, with arbitrary real coefficients, integrates over [−1, 1] to 2a₀ + 2a₂/3 + 2a₄/5. The odd powers drop out because their contributions from the two halves of the interval cancel. In physics, a polynomial in the cosine of a polar angle is integrated over this same range when averaging over directions, but the statement itself involves no physical model. The proof splits the integral into six by additivity, aims to evaluate them with `simp only`, `norm_num` and `ring`, and gets the integrability conditions from continuity.

The first attempt, which Lean rejects:

```lean
import Mathlib

open Filter Topology Set

namespace PhotoelectronMomentum

noncomputable section

/-- Only the even powers contribute to the integral of a quintic over `[-1, 1]`. -/
theorem integral_quintic (a₀ a₁ a₂ a₃ a₄ a₅ : ℝ) :
    ∫ y in (-1 : ℝ)..1, (a₀ + a₁ * y + a₂ * y ^ 2 + a₃ * y ^ 3 + a₄ * y ^ 4 + a₅ * y ^ 5)
      = 2 * a₀ + 2 * a₂ / 3 + 2 * a₄ / 5 := by
  rw [intervalIntegral.integral_add, intervalIntegral.integral_add,
    intervalIntegral.integral_add, intervalIntegral.integral_add,
    intervalIntegral.integral_add]
  · simp only [intervalIntegral.integral_const_mul, integral_pow, integral_id,
      intervalIntegral.integral_const, smul_eq_mul]
    norm_num
    ring
  all_goals exact Continuous.intervalIntegrable (by fun_prop) _ _

end

end PhotoelectronMomentum
```

The error:

```
Try this:
  [apply] ring_nf
  
  The `ring` tactic failed to close the goal. Use `ring_nf` to obtain a normal form.
    
  Note that `ring` works primarily in *commutative* rings. If you have a noncommutative ring, abelian group or module, consider using `noncomm_ring`, `abel` or `module` instead.
Main.lean:16:2: error: unsolved goals
a₀ a₁ a₂ a₃ a₄ a₅ : ℝ
⊢ (a₀ * 2 + ∫ (x : ℝ) in -1..1, a₁ * x) + a₂ * (2 / 3) + a₄ * (2 / 5) = a₀ * 2 + a₂ * (2 / 3) + a₄ * (2 / 5)
Main.lean:16:66: warning: This simp argument is unused:
  integral_id

Hint: Omit it from the simp argument list.
  [apply] simp only [intervalIntegral.integral_const_mul, integral_pow, intervalIntegral.integral_const, smul_eq_mul]

Note: This linter can be disabled with `set_option linter.unusedSimpArgs false`
```

The error shows one integral left unevaluated, that of `a₁ * x`. With it still in the goal, `ring` could not close the proof, hence the suggestion of `ring_nf`. The warning that `integral_id` is unused fits this: the constant `a₁` was never pulled out, so no bare integral of `x` appeared.

`intervalIntegral.integral_const_mul` worked on the higher powers but not here. The reason lies in how `simp` looks up lemmas. Its index eta-reduces `fun x => a₁ * x` to multiplication by `a₁` as a partly applied function, which doesn't match the entry for the lemma's pattern `fun x => r * f x`, so the lemma is never tried.

The repair first proves the integral of `a₁ * y ^ 1` to be zero, using `rw` for the step that `simp` missed. `rw` doesn't use that index: it unifies the lemma's left-hand side with the integral directly, and could have pulled `a₁` out of `a₁ * y` as well. The exponent 1 is there so that `integral_pow` applies to what remains, leaving arithmetic for `norm_num`. `pow_one` then turns the result into `h1`, about `a₁ * y`. Since the left-hand side of `h1` is the very integral that was left over, it is indexed in the same way, and `simp only` can use it to replace that integral by zero. Dropping the unused `integral_id` is mere tidying.

Fix (accepted with no message):

```diff
@@ -14,5 +14,10 @@
     intervalIntegral.integral_add, intervalIntegral.integral_add,
     intervalIntegral.integral_add]
-  · simp only [intervalIntegral.integral_const_mul, integral_pow, integral_id,
+  · have h1 : ∫ y in (-1 : ℝ)..1, a₁ * y = 0 := by
+      have h : ∫ y in (-1 : ℝ)..1, a₁ * y ^ 1 = 0 := by
+        rw [intervalIntegral.integral_const_mul, integral_pow]
+        norm_num
+      simpa only [pow_one] using h
+    simp only [h1, intervalIntegral.integral_const_mul, integral_pow,
       intervalIntegral.integral_const, smul_eq_mul]
     norm_num
```
